# Unitary coupled cluster in a finite basis: a variational energy, and a two-level model whose commutator series never ends

A traditional coupled-cluster calculation transforms the Hamiltonian H with exp(T), where the cluster operator T excites electrons out of a reference state φ. Since exp(T) is not unitary in general, the energy obtained by projection can fall below the exact ground-state energy. Unitary coupled cluster replaces T by T − T† and takes the expectation value of H in the state

ψ = exp(T − T†) φ.

Two questions follow. Is this energy an upper bound to the lowest eigenvalue? And what happens to the expansion of the transformed Hamiltonian in nested commutators, which in the traditional theory is a finite sum for the usual two-body Hamiltonian?

## States, energies and commutators as matrices

Operators are complex square matrices over a finite orthonormal basis labelled by `n`, and states are complex vectors. Nothing restricts T to excitations or to a particle-number sector, so the general theorems hold for any matrix T, truncated or not.

```lean
import Mathlib

open Matrix
open scoped ComplexOrder

namespace UnitaryCoupledCluster

noncomputable section

variable {n : Type*} [Fintype n] [DecidableEq n]
```

The generator is s = T − T†, with † written `ᴴ` in Lean.

```lean
/-- The anti-Hermitian generator `T - T†` built from a cluster matrix `T`. -/
def generator (T : Matrix n n ℂ) : Matrix n n ℂ := T - Tᴴ
```

The reference φ is an arbitrary vector, not necessarily a Slater determinant, and the exponential is the exact matrix exponential, with no Trotter splitting.

```lean
/-- The unitary coupled-cluster state `exp(T - T†) φ`. -/
def uccState (T : Matrix n n ℂ) (φ : n → ℂ) : n → ℂ :=
  NormedSpace.exp (generator T) *ᵥ φ
```

The inner product is ⟨u, v⟩ = Σᵢ uᵢ* vᵢ, written `⬝ᵥ` with a `star` on the left factor. The energy is the real part of ⟨ψ, Hψ⟩. For Hermitian H the expectation value is already real, so nothing is lost. The definition does not divide by ⟨ψ, ψ⟩, which is why the theorems ask for ⟨φ, φ⟩ = 1.

```lean
/-- The energy of a state `ψ`: the real part of `⟨ψ, H ψ⟩`. -/
def energy (H : Matrix n n ℂ) (ψ : n → ℂ) : ℝ := (star ψ ⬝ᵥ H *ᵥ ψ).re
```

An energy level is a real μ for which some normalised v satisfies Hv = μv.

```lean
/-- The real eigenvalues of `H`, each belonging to a normalised eigenvector. -/
def energyLevels (H : Matrix n n ℂ) : Set ℝ :=
  {μ | ∃ v : n → ℂ, star v ⬝ᵥ v = 1 ∧ H *ᵥ v = (μ : ℂ) • v}
```

With C₀ = H, the nested commutators are defined by

Cₖ₊₁ = [Cₖ, S] = CₖS − SCₖ.

With this sign convention they are the terms of exp(−S) H exp(S) = Σₖ Cₖ/k!.

```lean
/-- The `k`-fold commutator `[...[[H, S], S]..., S]`. -/
def nestedComm (H S : Matrix n n ℂ) : ℕ → Matrix n n ℂ
  | 0 => H
  | k + 1 => nestedComm H S k * S - S * nestedComm H S k
```

## The exponential preserves the norm

The generator is anti-Hermitian:

s† = T† − T = −s.

Hence exp(s)† = exp(s†) = exp(−s). Since s and −s commute, their exponentials multiply by adding exponents:

exp(s) exp(s)† = exp(s − s) = exp(0) = 1.

In the proof, `hs` is the first equation and `hc` the commutation; the rewriting then follows the last line.

```lean
/-- The exponential of `T - T†` is unitary for every complex cluster matrix `T`. -/
theorem exp_generator_unitary (T : Matrix n n ℂ) :
    NormedSpace.exp (generator T) ∈ Matrix.unitaryGroup n ℂ := by
  have hs : (generator T)ᴴ = -generator T := by
    simp [generator, Matrix.conjTranspose_sub]
  have hc : Commute (generator T) (-generator T) := (Commute.refl (generator T)).neg_right
  rw [Matrix.mem_unitaryGroup_iff, Matrix.star_eq_conjTranspose,
    ← Matrix.exp_conjTranspose, hs,
    ← Matrix.exp_add_of_commute _ _ hc,
    add_neg_cancel, NormedSpace.exp_zero]
```

A matrix U with U†U = 1 therefore keeps a normalised reference normalised:

⟨Uφ, Uφ⟩ = ⟨φ, U†Uφ⟩ = ⟨φ, φ⟩ = 1.

```lean
/-- A matrix with `U† U = 1` keeps a normalised state normalised. -/
theorem normalised_mulVec {U : Matrix n n ℂ} (hU : Uᴴ * U = 1) {φ : n → ℂ}
    (hφ : star φ ⬝ᵥ φ = 1) : star (U *ᵥ φ) ⬝ᵥ (U *ᵥ φ) = 1 := by
  rw [Matrix.star_mulVec, ← Matrix.dotProduct_mulVec, Matrix.mulVec_mulVec, hU,
    Matrix.one_mulVec, hφ]
```

## No expectation value lies below the lowest level

Let H be Hermitian and E₀ a lower bound of its energy levels, and put A = H − E₀, which is again Hermitian. If Av = av with v normalised, then

Hv = (a + E₀)v,

so a + E₀ is a level of H. It is at least E₀, and therefore a ≥ 0. A Hermitian matrix whose eigenvalues are all nonnegative is positive semidefinite.

Lean takes v from an orthonormal eigenvector basis of A. The step `hunit` states its normalisation as a dot product, and `hmem` is the statement that a + E₀ is a level.

```lean
/-- If no energy level of a Hermitian `H` lies below `E₀`, then `H - E₀` is positive
semidefinite. -/
theorem shifted_posSemidef {H : Matrix n n ℂ} (hH : H.IsHermitian) {E₀ : ℝ}
    (hE : E₀ ∈ lowerBounds (energyLevels H)) :
    (H - (E₀ : ℂ) • (1 : Matrix n n ℂ)).PosSemidef := by
  have hA : (H - (E₀ : ℂ) • (1 : Matrix n n ℂ)).IsHermitian := by
    unfold Matrix.IsHermitian
    rw [Matrix.conjTranspose_sub, Matrix.conjTranspose_smul, Matrix.conjTranspose_one, hH.eq]
    simp
  rw [hA.posSemidef_iff_eigenvalues_nonneg]
  intro i
  have hv := hA.mulVec_eigenvectorBasis i
  have hunit : star (hA.eigenvectorBasis i).ofLp ⬝ᵥ (hA.eigenvectorBasis i).ofLp = 1 := by
    have h := inner_self_eq_norm_sq_to_K (𝕜 := ℂ) (hA.eigenvectorBasis i)
    rw [hA.eigenvectorBasis.orthonormal.1 i, EuclideanSpace.inner_eq_star_dotProduct,
      dotProduct_comm] at h
    simpa using h
  -- an eigenvalue of the shifted matrix, shifted back, is a level of `H`
  have hmem : hA.eigenvalues i + E₀ ∈ energyLevels H := by
    refine ⟨_, hunit, ?_⟩
    rw [Matrix.sub_mulVec, Matrix.smul_mulVec, Matrix.one_mulVec, sub_eq_iff_eq_add] at hv
    rw [hv]
    ext j
    simp [add_mul]
  have h := hE hmem
  change 0 ≤ hA.eigenvalues i
  linarith
```

For a normalised ψ, subtracting a constant c from H shifts the expectation value by the same constant:

⟨ψ, (H − c)ψ⟩ = ⟨ψ, Hψ⟩ − c⟨ψ, ψ⟩ = ⟨ψ, Hψ⟩ − c.

```lean
/-- In a normalised state, subtracting `c` from `H` subtracts `c` from the expectation value. -/
theorem expectation_shift (H : Matrix n n ℂ) (c : ℂ) {ψ : n → ℂ} (hψ : star ψ ⬝ᵥ ψ = 1) :
    star ψ ⬝ᵥ (H - c • (1 : Matrix n n ℂ)) *ᵥ ψ = star ψ ⬝ᵥ H *ᵥ ψ - c := by
  rw [Matrix.sub_mulVec, Matrix.smul_mulVec, Matrix.one_mulVec, dotProduct_sub,
    dotProduct_smul, hψ, smul_eq_mul, mul_one]
```

Now let E₀ be the lowest eigenvalue of the Hermitian matrix H itself, which is the hypothesis `IsLeast (energyLevels H) E₀`. A Hermitian matrix over a nonempty finite basis always has one. With U = exp(s) and ψ = Uφ, positivity gives

0 ≤ ⟨ψ, (H − E₀)ψ⟩ = ⟨ψ, Hψ⟩ − E₀,

which is the variational bound.

For each fixed T the bound is also attained. Take a normalised ground state v and choose φ = U†v. This φ is normalised because UU† = 1, and

Uφ = UU†v = v, so the energy is ⟨v, Hv⟩ = E₀⟨v, v⟩ = E₀.

The reference found here depends on T. A calculation usually works the other way round, with φ fixed and T varied within a restricted set, and the theorem does not promise that E₀ is reached in that setting.

The two bullets of the proof are these two arguments. In the first, the inequality is one between complex numbers, and `hre` extracts its real part.

```lean
/-- Variational principle of unitary coupled cluster: for every `T`, the lowest eigenvalue of
`H` bounds the energy from below for all normalised references, and one of them attains it. -/
theorem ucc_variational {H : Matrix n n ℂ} (hH : H.IsHermitian) {E₀ : ℝ}
    (hE : IsLeast (energyLevels H) E₀) (T : Matrix n n ℂ) :
    (∀ φ : n → ℂ, star φ ⬝ᵥ φ = 1 → E₀ ≤ energy H (uccState T φ)) ∧
      ∃ φ : n → ℂ, star φ ⬝ᵥ φ = 1 ∧ energy H (uccState T φ) = E₀ := by
  have hU := Matrix.mem_unitaryGroup_iff.mp (exp_generator_unitary T)
  have hU' := Matrix.mem_unitaryGroup_iff'.mp (exp_generator_unitary T)
  rw [Matrix.star_eq_conjTranspose] at hU hU'
  constructor
  · intro φ hφ
    have h := (shifted_posSemidef hH hE.2).dotProduct_mulVec_nonneg (uccState T φ)
    have hψ : star (uccState T φ) ⬝ᵥ uccState T φ = 1 := normalised_mulVec hU' hφ
    rw [expectation_shift H _ hψ] at h
    have hre := (Complex.le_def.mp h).1
    simp only [Complex.zero_re, Complex.sub_re, Complex.ofReal_re] at hre
    unfold energy
    linarith
  · -- pull a ground state back through the unitary
    obtain ⟨v, hv, hHv⟩ := hE.1
    refine ⟨(NormedSpace.exp (generator T))ᴴ *ᵥ v,
      normalised_mulVec (by rw [Matrix.conjTranspose_conjTranspose, hU]) hv, ?_⟩
    unfold energy uccState
    rw [Matrix.mulVec_mulVec, hU, Matrix.one_mulVec, hHv, dotProduct_smul, hv]
    simp
```

For variational simulations with a finite Hermitian matrix H, a normalised reference and the exact exponential, this means that any choice of the entries of T yields an upper bound to the lowest eigenvalue of H.

## The bound is tight only for an exact ground state

Let H again be Hermitian with lowest eigenvalue E₀, and suppose the energy of the normalised state ψ equals E₀. Then ⟨ψ, Aψ⟩ = 0 with A = H − E₀ positive semidefinite. Expand ψ = Σᵢ cᵢvᵢ in orthonormal eigenvectors of A with eigenvalues aᵢ ≥ 0:

0 = ⟨ψ, Aψ⟩ = Σᵢ aᵢ|cᵢ|².

Every term is nonnegative, so every aᵢcᵢ vanishes, and

Aψ = Σᵢ aᵢcᵢvᵢ = 0, that is, Hψ = E₀ψ.

Conversely, if Hψ = E₀ψ, then ⟨ψ, Hψ⟩ = E₀⟨ψ, ψ⟩ = E₀.

In Lean, `hz` shows that the complex number ⟨ψ, Aψ⟩ is zero: its real part by the assumption on the energy, its imaginary part by positivity. The Mathlib lemma `dotProduct_mulVec_zero_iff` then gives Aψ = 0, the conclusion reached above by the eigenvector expansion.

```lean
/-- The energy of a normalised unitary coupled-cluster state equals the lowest eigenvalue `E₀`
exactly when the state solves `H ψ = E₀ ψ`. -/
theorem ucc_exact_iff {H : Matrix n n ℂ} (hH : H.IsHermitian) {E₀ : ℝ}
    (hE : IsLeast (energyLevels H) E₀) (T : Matrix n n ℂ) {φ : n → ℂ}
    (hφ : star φ ⬝ᵥ φ = 1) :
    energy H (uccState T φ) = E₀ ↔ H *ᵥ uccState T φ = (E₀ : ℂ) • uccState T φ := by
  have hU' := Matrix.mem_unitaryGroup_iff'.mp (exp_generator_unitary T)
  rw [Matrix.star_eq_conjTranspose] at hU'
  have hψ : star (uccState T φ) ⬝ᵥ uccState T φ = 1 := normalised_mulVec hU' hφ
  have hP := shifted_posSemidef hH hE.2
  constructor
  · intro h
    have h0 := hP.dotProduct_mulVec_nonneg (uccState T φ)
    have hz : star (uccState T φ) ⬝ᵥ
        (H - (E₀ : ℂ) • (1 : Matrix n n ℂ)) *ᵥ uccState T φ = 0 := by
      apply Complex.ext
      · rw [expectation_shift H _ hψ, Complex.sub_re, Complex.ofReal_re, Complex.zero_re]
        unfold energy at h
        linarith
      · exact (Complex.le_def.mp h0).2.symm
    -- a positive semidefinite form vanishes only on the kernel
    have hk := (hP.dotProduct_mulVec_zero_iff _).mp hz
    rwa [Matrix.sub_mulVec, Matrix.smul_mulVec, Matrix.one_mulVec, sub_eq_zero] at hk
  · intro h
    unfold energy
    rw [h, dotProduct_smul, hψ]
    simp
```

## Anticommutation doubles every commutator

Suppose SH = −HS. Then Cₖ = 2ᵏHSᵏ for every k. The case k = 0 is C₀ = H. If the formula holds for k, then

Cₖ₊₁ = 2ᵏ(HSᵏS − SHSᵏ) = 2ᵏ(HSᵏ⁺¹ + HSᵏ⁺¹) = 2ᵏ⁺¹HSᵏ⁺¹.

The steps `h1` and `h2` are the two products in the bracket.

```lean
/-- If `H` anticommutes with `S`, the `k`-fold commutator is `2^k H S^k`. -/
theorem nestedComm_of_anticommute {H S : Matrix n n ℂ} (h : S * H = -(H * S)) (k : ℕ) :
    nestedComm H S k = (2 : ℂ) ^ k • (H * S ^ k) := by
  induction k with
  | zero => simp [nestedComm]
  | succ k ih =>
    have h1 : H * S ^ k * S = H * S ^ (k + 1) := by rw [mul_assoc, ← pow_succ]
    have h2 : S * (H * S ^ k) = -(H * S ^ (k + 1)) := by
      rw [← mul_assoc, h, neg_mul, mul_assoc, ← pow_succ']
    rw [nestedComm, ih, Matrix.smul_mul, Matrix.mul_smul, h1, h2, pow_succ (2 : ℂ) k]
    module
```

## Two levels suffice for an endless series

Take a single particle with two levels of energies 1 and −1,

H = diag(1, −1).

```lean
/-- The two-level Hamiltonian `diag(1, -1)`. -/
def modelH : Matrix (Fin 2) (Fin 2) ℂ := !![1, 0; 0, -1]
```

The first level serves as the reference, although it has the higher energy, so the cluster matrix here leads downwards in energy. Replacing H by −H would turn it into an upward excitation and would only change the sign of every commutator. The cluster matrix moves the first level into the second and annihilates the second:

T = [[0, 0], [1, 0]].

```lean
/-- The cluster matrix that sends the first level to the second. -/
def modelT : Matrix (Fin 2) (Fin 2) ℂ := !![0, 0; 1, 0]
```

The generator is then the generator of real plane rotations:

s = T − T† = [[0, −1], [1, 0]].

```lean
/-- The generator of the two-level model is the real rotation generator. -/
theorem generator_modelT : generator modelT = !![0, -1; 1, 0] := by
  ext i j
  fin_cases i <;> fin_cases j <;> simp [generator, modelT]
```

Multiplying out,

sH = [[0, 1], [1, 0]] and Hs = [[0, −1], [−1, 0]],

so sH = −Hs and the formula of the previous step applies: Cₖ = 2ᵏHsᵏ. To see that this is never zero, take a determinant. With det H = −1 and det s = 1,

det(Hsᵏ) = (−1)·1ᵏ = −1,

whereas the zero matrix has determinant 0. Since 2ᵏ ≠ 0, no Cₖ vanishes. The Lean proof assumes Cₖ = 0, removes the factor 2ᵏ and arrives at this contradiction in `hd`.

```lean
/-- In the two-level model the `k`-fold commutator with `s = T - T†` is `2^k H s^k`, and it is
nonzero for every `k`. -/
theorem ucc_never_terminates (k : ℕ) :
    nestedComm modelH (generator modelT) k
        = (2 : ℂ) ^ k • (modelH * generator modelT ^ k) ∧
      nestedComm modelH (generator modelT) k ≠ 0 := by
  have hanti : generator modelT * modelH = -(modelH * generator modelT) := by
    rw [generator_modelT]
    ext i j
    fin_cases i <;> fin_cases j <;> simp [modelH, Matrix.mul_apply, Fin.sum_univ_succ]
  have hk := nestedComm_of_anticommute hanti k
  refine ⟨hk, fun h0 => ?_⟩
  rw [hk] at h0
  have h1 := (smul_eq_zero.mp h0).resolve_left (pow_ne_zero k two_ne_zero)
  -- the determinant of `H s^k` is `-1`
  have hd : (modelH * generator modelT ^ k).det = -1 := by
    rw [Matrix.det_mul, Matrix.det_pow, generator_modelT]
    simp [modelH, Matrix.det_fin_two]
  rw [h1] at hd
  simp at hd
```

The same model with T alone behaves differently. Here

TH = T and HT = −T,

so T also anticommutes with H and the commutators are 2ᵏHTᵏ. But T² = 0, and everything from k = 2 on vanishes. This termination rests on the special form of the model; it is not the general argument for two-body Hamiltonians.

```lean
/-- With `T` alone in place of `T - T†`, all commutators of the two-level model from the second
on vanish. -/
theorem traditional_terminates (k : ℕ) (hk : 2 ≤ k) : nestedComm modelH modelT k = 0 := by
  have hanti : modelT * modelH = -(modelH * modelT) := by
    ext i j
    fin_cases i <;> fin_cases j <;> simp [modelH, modelT, Matrix.mul_apply, Fin.sum_univ_succ]
  have hsq : modelT ^ 2 = 0 := by
    rw [pow_two]
    ext i j
    fin_cases i <;> fin_cases j <;> simp [modelT, Matrix.mul_apply, Fin.sum_univ_succ]
  rw [nestedComm_of_anticommute hanti, pow_eq_zero_of_le hk hsq, mul_zero, smul_zero]
```

## The endless series still has a closed sum

A series that never terminates may still be summed. Inserting the commutators gives

Σₖ 2ᵏHsᵏ/k! = H exp(2s).

The checked proof reaches the same result without the series. From H² = 1 and sH = −Hs it follows that HsH = −s. Since H is its own inverse, conjugation passes through the exponential:

exp(−s) = exp(HsH) = H exp(s) H.

Therefore

exp(−s) H exp(s) = H exp(s) H H exp(s) = H exp(s) exp(s) = H exp(2s).

The steps `hHH` and `hconj` are the two matrix identities, and `he` is the conjugated exponential.

```lean
/-- In the two-level model the unitarily transformed Hamiltonian has the closed form
`exp(-s) H exp(s) = H exp(2s)` with `s = T - T†`. -/
theorem transformed_modelH :
    NormedSpace.exp (-generator modelT) * modelH * NormedSpace.exp (generator modelT)
      = modelH * NormedSpace.exp ((2 : ℂ) • generator modelT) := by
  have hHH : modelH * modelH = 1 := by
    ext i j
    fin_cases i <;> fin_cases j <;> simp [modelH, Matrix.mul_apply, Fin.sum_univ_succ]
  have hconj : modelH * generator modelT * modelH = -generator modelT := by
    rw [generator_modelT]
    ext i j
    fin_cases i <;> fin_cases j <;> simp [modelH, Matrix.mul_apply, Fin.sum_univ_succ]
  have hunit : IsUnit modelH := ⟨⟨modelH, modelH, hHH, hHH⟩, rfl⟩
  -- conjugation by `H` reverses the rotation
  have he := Matrix.exp_conj modelH (generator modelT) hunit
  rw [Matrix.inv_eq_right_inv hHH, hconj] at he
  rw [he, two_smul, Matrix.exp_add_of_commute _ _ (Commute.refl _),
    mul_assoc (modelH * _) modelH modelH, hHH, mul_one, mul_assoc]

end

end UnitaryCoupledCluster
```

For this two-level model, then, cutting the commutator expansion at any finite order discards nonzero terms, although the full transformation is known exactly.

```lean
#print axioms UnitaryCoupledCluster.ucc_variational
#print axioms UnitaryCoupledCluster.ucc_never_terminates
#print axioms UnitaryCoupledCluster.traditional_terminates
#print axioms UnitaryCoupledCluster.transformed_modelH
```

```
'UnitaryCoupledCluster.ucc_variational' depends on axioms: [propext, Classical.choice, Quot.sound]
'UnitaryCoupledCluster.ucc_never_terminates' depends on axioms: [propext, Classical.choice, Quot.sound]
'UnitaryCoupledCluster.traditional_terminates' depends on axioms: [propext, Classical.choice, Quot.sound]
'UnitaryCoupledCluster.transformed_modelH' depends on axioms: [propext, Classical.choice, Quot.sound]
```
